# A Gauss rule bounds a finite response with nonnegative strengths from below when −z lies under the spectrum

Replace a sum over excited states by a few effective poles, and the response acquires an error of unknown sign: the result may lie above or below the true value. Matching enough spectral moments fixes that sign under the conditions below.

```lean
import Mathlib

open Polynomial

namespace GaussMomentBounds

noncomputable section

variable {ι κ : Type*} [Fintype ι] [Fintype κ]
```

Finitely many states $i$ have real strengths $f_i$ and energies $e_i$. Their response, `response f e z`, is $R(z)=\sum_i f_i/(e_i+z)$.

```lean
/-- The sum over states `∑ f_i / (e_i + z)`, for `z` with no `e_i` equal to `-z`. -/
def response (f e : ι → ℝ) (z : ℝ) : ℝ := ∑ i, f i / (e i + z)
```

A rule has real weights $w_k$ and nodes $x_k$. `ExactBelow f e w x d` says that $\sum_k w_k\,p(x_k)=\sum_i f_i\,p(e_i)$ for every real polynomial $p$ of degree below $d$. This is moment matching. Parts (c) to (g) assume it; part (h) constructs a rule, which part (i) uses. Weights may have either sign, and nodes may coincide.

```lean
/-- The rule with weights `w` and nodes `x` reproduces the spectral sums `∑ f_i p(e_i)`
of all polynomials `p` of degree below `d`. -/
def ExactBelow (f e : ι → ℝ) (w x : κ → ℝ) (d : ℕ) : Prop :=
  ∀ p : ℝ[X], p.degree < (d : WithBot ℕ) →
    ∑ k, w k * p.eval (x k) = ∑ i, f i * p.eval (e i)
```

For $n$ nodes, labelled $k=0,\dots,n-1$ by `Fin n`, let $N$ be the monic polynomial with these roots, `nodePoly x`.

```lean
/-- The node polynomial `∏ (X - x_k)`. -/
def nodePoly {n : ℕ} (x : Fin n → ℝ) : ℝ[X] := ∏ k, (X - C (x k))
```

For excitation energies $E_i$ and oscillator strengths $f_i$, the polarizability in atomic units at imaginary frequency, $\alpha(i\omega)$, is the response with $e_i=E_i^2$ and $z=\omega^2$.

```lean
/-- The polarizability `∑ f_i / (E_i² + ω²)` at imaginary frequency `iω`, for excitation
energies `E_i` and `ω` with no `E_i² + ω²` equal to zero. -/
def polarizability (f E : ι → ℝ) (ω : ℝ) : ℝ := response f (fun i => E i ^ 2) (ω ^ 2)
```

## (a) Values of the node polynomial

Show that, for every real $t$,
$$N(t)=\prod_k(t-x_k).$$

Evaluation respects products, so each factor $X-x_k$ becomes $t-x_k$. The lemma `eval_prod` does this.

```lean
theorem nodePoly_eval {n : ℕ} (x : Fin n → ℝ) (t : ℝ) :
    (nodePoly x).eval t = ∏ k, (t - x k) := by
  simp [nodePoly, eval_prod]
```

## (b) Degree of its square

Show that
$$\deg N^2=2n.$$

The $n$ linear factors give $\deg N=n$, and degrees add under multiplication over the reals. In Lean these steps are `degree_prod` and `degree_mul`.

```lean
/-- The squared node polynomial of `n` nodes has degree `2n`. -/
theorem degree_nodePoly_sq {n : ℕ} (x : Fin n → ℝ) :
    (nodePoly x ^ 2).degree = ((2 * n : ℕ) : WithBot ℕ) := by
  have h : (nodePoly x).degree = (n : WithBot ℕ) := by
    simp [nodePoly, degree_prod]
  rw [pow_two, degree_mul, h, two_mul, Nat.cast_add]
```

## (c) An exact error formula

Let the rule be exact below degree $d$, with no $e_i$ equal to $-z$. Let $r_k(x_k+z)=1$, which makes $r_k$ the reciprocal and excludes $x_k=-z$. For a polynomial $P$ of degree at most $d$ that vanishes at the nodes but not at $-z$, show that
$$R(z)-\sum_k w_kr_k=\sum_i f_i\,\frac{P(e_i)}{P(-z)(e_i+z)}.$$

Write $c=P(-z)$ and divide by $t+z$: $P(t)=(t+z)Q(t)+c$ with $\deg Q<d$. At a node $P$ vanishes, so $r_k=-Q(x_k)/c$. At an energy,
$$\frac1{e_i+z}=\frac{P(e_i)}{c(e_i+z)}-\frac{Q(e_i)}c.$$
Multiply by $w_k$ and $f_i$, sum and subtract. The terms in $Q$ cancel because the rule is exact for $Q$.

In the code, `hdiv` is the division, `hnode` and `hspec` are the two reciprocal formulas, and `hrule Q hQ` makes the cancellation.

```lean
/-- Exact error of a moment-matching rule for the response, written with any polynomial `P`
of degree at most `d` that vanishes at the nodes but not at `-z`; `r_k` is the reciprocal
of `x_k + z`. -/
theorem response_remainder {f e : ι → ℝ} {w x r : κ → ℝ} {z : ℝ} {d : ℕ} {P : ℝ[X]}
    (hrule : ExactBelow f e w x d) (hr : ∀ k, r k * (x k + z) = 1)
    (he : ∀ i, e i + z ≠ 0) (hP : P.degree ≤ (d : WithBot ℕ))
    (hz : P.eval (-z) ≠ 0) (hroot : ∀ k, P.eval (x k) = 0) :
    response f e z - ∑ k, w k * r k
      = ∑ i, f i * (P.eval (e i) / (P.eval (-z) * (e i + z))) := by
  -- divide `P` by `X + z`
  obtain ⟨Q, hQ, hdiv⟩ : ∃ Q : ℝ[X], Q.degree < (d : WithBot ℕ) ∧
      ∀ t, (t + z) * Q.eval t + P.eval (-z) = P.eval t := by
    refine ⟨P / (X - C (-z)), lt_of_lt_of_le (degree_div_lt ?_ ?_) hP, fun t => ?_⟩
    · rintro rfl
      exact hz eval_zero
    · rw [degree_X_sub_C]
      exact zero_lt_one
    · have h := congrArg (eval t) (EuclideanDomain.div_add_mod P (X - C (-z)))
      rw [mod_X_sub_C_eq_C_eval] at h
      simp only [eval_add, eval_mul, eval_sub, eval_X, eval_C] at h
      linear_combination h
  generalize P.eval (-z) = c at *
  -- at the nodes the reciprocal is a polynomial
  have hnode : ∀ k, w k * r k = -(w k * Q.eval (x k) / c) := by
    intro k
    have h := hdiv (x k)
    rw [hroot k] at h
    have h2 : r k = -Q.eval (x k) / c := by
      rw [eq_div_iff hz]
      linear_combination r k * h - Q.eval (x k) * hr k
    rw [h2]
    ring
  have hspec : ∀ i, f i / (e i + z)
      = f i * (P.eval (e i) / (c * (e i + z))) - f i * Q.eval (e i) / c := by
    intro i
    have h2 : P.eval (e i) / (c * (e i + z)) = Q.eval (e i) / c + 1 / (e i + z) := by
      rw [← hdiv (e i), div_add_div _ _ hz (he i)]
      congr 1
      ring
    rw [h2]
    ring
  -- the quotient is integrated exactly, so its contributions cancel
  rw [response, Finset.sum_congr rfl (fun i _ => hspec i),
    Finset.sum_congr rfl (fun k _ => hnode k), Finset.sum_sub_distrib,
    Finset.sum_neg_distrib, ← Finset.sum_div, ← Finset.sum_div, hrule Q hQ]
  ring
```

## (d) The Gauss remainder

For $n$ nodes and exactness below degree $2n$, show that
$$R(z)-\sum_k w_kr_k=\sum_i f_i\,\frac{N(e_i)^2}{N(-z)^2(e_i+z)}.$$

Take $P=N^2$ and $d=2n$ in (c). No factor of $N(-z)$ vanishes, since $x_k\ne-z$; this is `hz`.

```lean
/-- For `n` nodes and exactness below degree `2n`, the error is a spectral sum over the
squared node polynomial. -/
theorem gauss_remainder {n : ℕ} {f e : ι → ℝ} {w x r : Fin n → ℝ} {z : ℝ}
    (hrule : ExactBelow f e w x (2 * n)) (hr : ∀ k, r k * (x k + z) = 1)
    (he : ∀ i, e i + z ≠ 0) :
    response f e z - ∑ k, w k * r k = ∑ i, f i *
      ((nodePoly x).eval (e i) ^ 2 / ((nodePoly x).eval (-z) ^ 2 * (e i + z))) := by
  have hz : (nodePoly x).eval (-z) ≠ 0 := by
    rw [nodePoly_eval, Finset.prod_ne_zero_iff]
    intro k _ h
    have h1 : x k + z = 0 := by linarith
    have h2 := hr k
    rw [h1, mul_zero] at h2
    exact zero_ne_one h2
  have h := response_remainder (P := nodePoly x ^ 2) hrule hr he
    (degree_nodePoly_sq x).le (by rw [eval_pow]; exact pow_ne_zero 2 hz)
    (fun k => by
      rw [eval_pow, nodePoly_eval, Finset.prod_eq_zero (Finset.mem_univ k) (sub_self _)]
      norm_num)
  simpa only [eval_pow] using h
```

## (e) The lower bound

Now let $f_i\ge0$ and $e_i>-z$. Ground-state oscillator strengths satisfy the first condition, being positive excitation energies times squared transition moments, up to a positive factor. Show that
$$\sum_k w_kr_k\le R(z).$$

Every factor in the remainder is nonnegative, and its denominators are positive. `sub_nonneg` turns the inequality into a sign question, which `Finset.sum_nonneg` settles term by term.

```lean
/-- Moment bound: for nonnegative strengths at energies above `-z`, an `n`-node rule exact
up to degree `2n - 1` gives a lower bound to the response; `r_k` is `1 / (x_k + z)`. -/
theorem gauss_lower_bound {n : ℕ} {f e : ι → ℝ} {w x r : Fin n → ℝ} {z : ℝ}
    (hf : ∀ i, 0 ≤ f i) (he : ∀ i, -z < e i)
    (hrule : ExactBelow f e w x (2 * n)) (hr : ∀ k, r k * (x k + z) = 1) :
    ∑ k, w k * r k ≤ response f e z := by
  rw [← sub_nonneg, gauss_remainder hrule hr (fun i => by linarith [he i])]
  exact Finset.sum_nonneg fun i _ => mul_nonneg (hf i)
    (div_nonneg (sq_nonneg _) (mul_nonneg (sq_nonneg _) (by linarith [he i])))
```

## (f) An upper bound from a fixed node

Keep $f_i\ge0$. Fix $x_0$ with $-z<x_0\le e_i$ for all $i$, add nodes $x_1,\dots,x_n$, and require exactness below degree $2n+1$. Show that
$$R(z)\le\sum_{k=0}^n w_kr_k.$$

Let $q(t)=\prod_{k=1}^n(t-x_k)$ and $P(t)=(t-x_0)q(t)^2$. Then $P(e_i)\ge0$ but $P(-z)<0$, so every term in (c) is nonpositive. `Fin.cases` separates the fixed node from the others when checking the roots.

```lean
/-- For nonnegative strengths and one node `x_0` fixed above `-z` and not above any energy, a rule
with `n` further nodes exact up to degree `2n` gives an upper bound to the response. -/
theorem radau_upper_bound {n : ℕ} {f e : ι → ℝ} {w x r : Fin (n + 1) → ℝ} {z : ℝ}
    (hf : ∀ i, 0 ≤ f i) (h0 : -z < x 0) (he : ∀ i, x 0 ≤ e i)
    (hrule : ExactBelow f e w x (2 * n + 1)) (hr : ∀ k, r k * (x k + z) = 1) :
    response f e z ≤ ∑ k, w k * r k := by
  let q : ℝ[X] := nodePoly (fun k : Fin n => x k.succ)
  have hq : q.eval (-z) ≠ 0 := by
    rw [nodePoly_eval, Finset.prod_ne_zero_iff]
    intro k _ h
    have h1 : x k.succ + z = 0 := by linarith
    have h2 := hr k.succ
    rw [h1, mul_zero] at h2
    exact zero_ne_one h2
  have hev : ∀ t, ((X - C (x 0)) * q ^ 2).eval t = (t - x 0) * q.eval t ^ 2 := by
    intro t
    simp only [eval_mul, eval_sub, eval_X, eval_C, eval_pow]
  have hneg : (-z - x 0) * q.eval (-z) ^ 2 < 0 :=
    mul_neg_of_neg_of_pos (by linarith) (by positivity)
  have h := response_remainder (P := (X - C (x 0)) * q ^ 2) hrule hr
    (fun i => by linarith [he i])
    (by rw [degree_mul, degree_X_sub_C, degree_nodePoly_sq, Nat.cast_add, Nat.cast_one,
          add_comm])
    (by rw [hev]; exact hneg.ne)
    (fun k => by
      rw [hev]
      refine Fin.cases ?_ (fun j => ?_) k
      · rw [sub_self, zero_mul]
      · rw [nodePoly_eval, Finset.prod_eq_zero (Finset.mem_univ j) (sub_self _)]
        ring)
  -- the fixed node makes every term of the error nonpositive
  rw [← sub_nonpos, h]
  refine Finset.sum_nonpos fun i _ => mul_nonpos_of_nonneg_of_nonpos (hf i) ?_
  rw [hev, hev]
  exact div_nonpos_of_nonneg_of_nonpos
    (mul_nonneg (by linarith [he i]) (sq_nonneg _))
    (mul_nonpos_of_nonpos_of_nonneg hneg.le (by linarith [he i]))
```

## (g) When the lower bound is attained

Under the conditions of (e), show that
$$R(z)=\sum_k w_kr_k\iff\forall i\,\bigl(f_i\ne0\Rightarrow\exists k,\ e_i=x_k\bigr).$$

A sum of nonnegative terms vanishes exactly when each term does. Here that means $f_i=0$ or $N(e_i)=0$, and the latter puts $e_i$ at a node. `Finset.sum_eq_zero_iff_of_nonneg` and `Finset.prod_eq_zero_iff` are these two steps.

```lean
/-- Under the conditions of `gauss_lower_bound`, its bound is attained exactly when every state with
non-zero strength has its energy at a node. -/
theorem gauss_eq_iff {n : ℕ} {f e : ι → ℝ} {w x r : Fin n → ℝ} {z : ℝ}
    (hf : ∀ i, 0 ≤ f i) (he : ∀ i, -z < e i)
    (hrule : ExactBelow f e w x (2 * n)) (hr : ∀ k, r k * (x k + z) = 1) :
    response f e z = ∑ k, w k * r k ↔ ∀ i, f i ≠ 0 → ∃ k, e i = x k := by
  have hz : (nodePoly x).eval (-z) ≠ 0 := by
    rw [nodePoly_eval, Finset.prod_ne_zero_iff]
    intro k _ h
    have h1 : x k + z = 0 := by linarith
    have h2 := hr k
    rw [h1, mul_zero] at h2
    exact zero_ne_one h2
  have hne : ∀ i, e i + z ≠ 0 := fun i => by linarith [he i]
  rw [← sub_eq_zero, gauss_remainder hrule hr hne,
    Finset.sum_eq_zero_iff_of_nonneg (fun i _ => mul_nonneg (hf i)
      (div_nonneg (sq_nonneg _) (mul_nonneg (sq_nonneg _) (by linarith [he i]))))]
  refine forall_congr' fun i => ?_
  have hD : (nodePoly x).eval (-z) ^ 2 * (e i + z) ≠ 0 :=
    mul_ne_zero (pow_ne_zero 2 hz) (hne i)
  simp only [Finset.mem_univ, true_imp_iff]
  rw [mul_eq_zero, div_eq_zero_iff, or_iff_left hD, pow_eq_zero_iff two_ne_zero,
    nodePoly_eval, Finset.prod_eq_zero_iff]
  simp only [Finset.mem_univ, true_and, sub_eq_zero]
  exact or_iff_not_imp_left
```

## (h) A rule with one node

Let $S=\sum_i f_i\ne0$ and $\bar e=S^{-1}\sum_i f_ie_i$. Show that, for $\deg p<2$,
$$S\,p(\bar e)=\sum_i f_i\,p(e_i).$$

Write $p(t)=at+b$. Both sides equal $a\sum_i f_ie_i+bS$. The proof extracts $a$ and $b$ from the degree condition and compares the sums.

```lean
/-- For non-zero total strength, the single node at the strength-weighted mean energy, with weight
equal to the total strength, is exact up to degree one. -/
theorem one_node_witness {f e : ι → ℝ} (hS : ∑ i, f i ≠ 0) :
    ExactBelow f e (fun _ : Fin 1 => ∑ i, f i)
      (fun _ => (∑ i, f i * e i) / ∑ i, f i) (2 * 1) := by
  intro p hp
  have hd : p.natDegree ≤ 1 := by
    by_cases h0 : p = 0
    · simp [h0]
    · have := (natDegree_lt_iff_degree_lt h0).2 hp
      omega
  obtain ⟨a, b, rfl⟩ := exists_eq_X_add_C_of_natDegree_le_one hd
  simp only [Fin.sum_univ_one, eval_add, eval_mul, eval_C, eval_X]
  have h : ∑ i, f i * (a * e i + b) = a * ∑ i, f i * e i + b * ∑ i, f i := by
    rw [Finset.mul_sum, Finset.mul_sum, ← Finset.sum_add_distrib]
    exact Finset.sum_congr rfl fun i _ => by ring
  rw [h, mul_add, mul_left_comm, mul_div_cancel₀ _ hS]
  ring
```

## (i) A one-pole polarizability bound

For $f_i\ge0$, $E_i>0$ and real $\omega$, show that
$$\Bigl(\sum_i f_i\Bigr)^2\le\alpha(i\omega)\sum_i f_i(E_i^2+\omega^2).$$

Call the last sum $M$. If $S=0$, the left side is zero and the right side nonnegative. Otherwise $M>0$, and the node from (h) satisfies $\bar e+\omega^2=M/S$. Part (e) gives $S^2/M\le\alpha(i\omega)$; multiply by $M$. The code splits on `hS` and passes `one_node_witness` to `gauss_lower_bound`.

For a finite set of discrete states, two moments thus bound from below the imaginary-frequency polarizability that enters dispersion coefficients.

```lean
/-- One-pole bound: for nonnegative strengths and positive excitation energies, the squared total
strength is at most the polarizability at `iω` times `∑ f_i (E_i² + ω²)`. -/
theorem one_pole_bound {f E : ι → ℝ} (hf : ∀ i, 0 ≤ f i) (hE : ∀ i, 0 < E i) (ω : ℝ) :
    (∑ i, f i) ^ 2 ≤ polarizability f E ω * ∑ i, f i * (E i ^ 2 + ω ^ 2) := by
  have hpos : ∀ i, 0 < E i ^ 2 + ω ^ 2 := fun i => by
    have := hE i
    positivity
  have hM : 0 ≤ ∑ i, f i * (E i ^ 2 + ω ^ 2) :=
    Finset.sum_nonneg fun i _ => mul_nonneg (hf i) (hpos i).le
  by_cases hS : ∑ i, f i = 0
  · rw [hS, zero_pow two_ne_zero]
    exact mul_nonneg (Finset.sum_nonneg fun i _ => div_nonneg (hf i) (hpos i).le) hM
  have hM0 : ∑ i, f i * (E i ^ 2 + ω ^ 2) ≠ 0 := by
    intro h
    rw [Finset.sum_eq_zero_iff_of_nonneg
      (fun i _ => mul_nonneg (hf i) (hpos i).le)] at h
    exact hS (Finset.sum_eq_zero fun i hi =>
      (mul_eq_zero.mp (h i hi)).resolve_right (hpos i).ne')
  have hsplit : ∑ i, f i * (E i ^ 2 + ω ^ 2)
      = ∑ i, f i * E i ^ 2 + ω ^ 2 * ∑ i, f i := by
    rw [Finset.mul_sum, ← Finset.sum_add_distrib]
    exact Finset.sum_congr rfl fun i _ => by ring
  -- apply the moment bound to the one-node rule
  have h := gauss_lower_bound (z := ω ^ 2)
    (r := fun _ => (∑ i, f i) / ∑ i, f i * (E i ^ 2 + ω ^ 2)) hf
    (fun i => by linarith [hpos i]) (one_node_witness (e := fun i => E i ^ 2) hS)
    (fun _ => by
      rw [div_add' _ _ _ hS, ← hsplit, div_mul_div_comm, mul_comm]
      exact div_self (mul_ne_zero hM0 hS))
  rw [Fin.sum_univ_one, ← mul_div_assoc, ← pow_two,
    div_le_iff₀ (lt_of_le_of_ne hM hM0.symm)] at h
  exact h

end

end GaussMomentBounds
```

## Replacing the states by a measure

A positive measure on the energy axis could replace the finite list of states and include an ionization continuum. The moments used and the response integral would then have to be finite, and the equality condition in (g) would hold almost everywhere with respect to that measure.

```lean
#print axioms GaussMomentBounds.gauss_lower_bound
-- 'GaussMomentBounds.gauss_lower_bound' depends on axioms: [propext, Classical.choice, Quot.sound]
#print axioms GaussMomentBounds.radau_upper_bound
-- 'GaussMomentBounds.radau_upper_bound' depends on axioms: [propext, Classical.choice, Quot.sound]
#print axioms GaussMomentBounds.gauss_eq_iff
-- 'GaussMomentBounds.gauss_eq_iff' depends on axioms: [propext, Classical.choice, Quot.sound]
#print axioms GaussMomentBounds.one_pole_bound
-- 'GaussMomentBounds.one_pole_bound' depends on axioms: [propext, Classical.choice, Quot.sound]
```
